# An isotropic exchange pulse of angle π swaps two spins 1/2 up to a phase

For two spins 1/2, with $\mathbf S_1$ and $\mathbf S_2$ in units of $\hbar$, and every real pulse angle $\theta$,

$$e^{-i\theta\,\mathbf S_1\cdot\mathbf S_2}=e^{i\theta/4}\left(\cos\tfrac{\theta}{2}-i\sin\tfrac{\theta}{2}\,P\right),$$

where $P$ exchanges the states of the two spins. At $\theta=\pi$ this is $e^{-i\pi/4}P$. For spin qubits, the result describes the gate made by an exchange pulse when the two spins are isolated and nothing else acts on them.

## Both spins are 1/2

Each spin has two states, index 0 for up and 1 for down. Its components are half the Pauli matrices, in units of $\hbar$.

```lean
import Mathlib

open Matrix
open scoped Kronecker

namespace SpinExchangeGate

noncomputable section

/-- The x component of a spin 1/2, in units of ħ. -/
def spinX : Matrix (Fin 2) (Fin 2) ℂ := !![0, 1 / 2; 1 / 2, 0]

/-- The y component of a spin 1/2, in units of ħ. -/
def spinY : Matrix (Fin 2) (Fin 2) ℂ := !![0, -Complex.I / 2; Complex.I / 2, 0]

/-- The z component of a spin 1/2, in units of ħ. -/
def spinZ : Matrix (Fin 2) (Fin 2) ℂ := !![1 / 2, 0; 0, -1 / 2]
```

By hand, this enters through the matrix elements of $\mathbf S_1\cdot\mathbf S_2$ below; in the proof, through the entrywise check `hE`. For two spins 1, $\mathbf S_1\cdot\mathbf S_2$ takes the values $1$, $-1$, $-2$ for total spin 2, 1, 0. Total spins 2 and 0 are both symmetric under $P$ but acquire different phases, so for general $\theta$ no combination of $1$ and $P$ gives the exponential.

## The coupling is equal along x, y and z

Pairs in `Fin 2 × Fin 2` label the joint basis, and `⊗ₖ` places an operator on one spin.

```lean
/-- The Heisenberg coupling S₁·S₂ of two spins 1/2. -/
def exchange : Matrix (Fin 2 × Fin 2) (Fin 2 × Fin 2) ℂ :=
  (spinX ⊗ₖ 1) * (1 ⊗ₖ spinX) + (spinY ⊗ₖ 1) * (1 ⊗ₖ spinY) + (spinZ ⊗ₖ 1) * (1 ⊗ₖ spinZ)

/-- The swap P, which exchanges the states of the two spins. -/
def swap : Matrix (Fin 2 × Fin 2) (Fin 2 × Fin 2) ℂ :=
  Matrix.of fun i j => if i.1 = j.2 ∧ i.2 = j.1 then 1 else 0

/-- The symmetrizer (1 + P)/2 of two spins 1/2. -/
def triplet : Matrix (Fin 2 × Fin 2) (Fin 2 × Fin 2) ℂ := (1 / 2 : ℂ) • (1 + swap)
```

The $z$ term gives $+\tfrac14$ on parallel and $-\tfrac14$ on antiparallel basis states. Between up-down and down-up, the $x$ and $y$ terms each give $\tfrac14$, which add to $\tfrac12$. Between up-up and down-down they give $\tfrac14$ and $-\tfrac14$, which cancel. Hence, with $Q=(1+P)/2$ (`triplet`),

$$\mathbf S_1\cdot\mathbf S_2=\tfrac12P-\tfrac14=\tfrac14Q-\tfrac34(1-Q).$$

With the $z$ term alone the exponential would be diagonal, hence never a multiple of the swap. This example and the spin-1 one are arguments by hand that the Lean code does not contain.

## Only the exchange coupling acts

The gate is the matrix exponential of $-i\theta$ times this one operator. For the Hamiltonian $J\,\mathbf S_1\cdot\mathbf S_2$ with a constant energy $J$, acting for a time $t$, $\theta=Jt/\hbar$. A Zeeman term that is the same for both spins would commute with the coupling and multiply the gate by a common rotation of the spins. Zeeman terms that differ between the spins would not commute with the coupling, and the gate would in general not even be such a product.

```lean
/-- The exchange gate exp(-iθ S₁·S₂) with pulse angle θ. -/
def gate (θ : ℝ) : Matrix (Fin 2 × Fin 2) (Fin 2 × Fin 2) ℂ :=
  NormedSpace.exp ((-(Complex.I * θ)) • exchange)

/-- The product state in which the first spin is in state u and the second in state v. -/
def product (u v : Fin 2 → ℂ) : Fin 2 × Fin 2 → ℂ := fun i => u i.1 * v i.2
```

Since $P^2=1$, we have $Q^2=\tfrac14(1+2P+P^2)=Q$ and $Q(1-Q)=0$. Cross terms vanish, so by induction

$$(aQ+b(1-Q))^n=a^nQ+b^n(1-Q).$$

Dividing by $n!$ and summing gives $e^aQ+e^b(1-Q)$. Here $a=-i\theta/4$ and $b=3i\theta/4$. In the proof these steps are `hP`, `hQ`, `hpow` and `hsum`.

```lean
/-- The exchange gate multiplies the symmetric part by exp(-iθ/4) and the
antisymmetric part by exp(3iθ/4). -/
theorem gate_eq_phases (θ : ℝ) :
    gate θ = Complex.exp (-(Complex.I * θ / 4)) • triplet
      + Complex.exp (3 * Complex.I * θ / 4) • (1 - triplet) := by
  have hP : swap * swap = 1 := by
    ext ⟨a, b⟩ ⟨c, d⟩
    fin_cases a <;> fin_cases b <;> fin_cases c <;> fin_cases d <;>
      simp [swap, Matrix.mul_apply, Fintype.sum_prod_type, Fin.sum_univ_two]
  -- the coupling takes one value on each symmetry sector
  have hE : exchange = (1 / 4 : ℂ) • triplet - (3 / 4 : ℂ) • (1 - triplet) := by
    have hI : Complex.I * Complex.I = -1 := Complex.I_mul_I
    simp only [exchange, ← Matrix.mul_kronecker_mul, Matrix.mul_one, Matrix.one_mul]
    ext ⟨a, b⟩ ⟨c, d⟩
    fin_cases a <;> fin_cases b <;> fin_cases c <;> fin_cases d <;>
      simp [spinX, spinY, spinZ, triplet, swap]
    all_goals grind
  have hQ : triplet * triplet = triplet := by
    simp only [triplet, smul_mul_assoc, mul_smul_comm, mul_add, add_mul, one_mul, mul_one, hP]
    module
  have hQR : triplet * (1 - triplet) = 0 := by rw [mul_sub, mul_one, hQ, sub_self]
  have hRQ : (1 - triplet) * triplet = 0 := by rw [sub_mul, one_mul, hQ, sub_self]
  have hR : (1 - triplet) * (1 - triplet) = 1 - triplet := by
    rw [mul_sub, mul_one, hRQ, sub_zero]
  -- powers act separately on the two sectors
  have hpow : ∀ (a b : ℂ) (n : ℕ), (a • triplet + b • (1 - triplet)) ^ n
      = a ^ n • triplet + b ^ n • (1 - triplet) := by
    intro a b n
    induction n with
    | zero => simp
    | succ n ih =>
      rw [pow_succ (a • triplet + b • (1 - triplet)) n, ih, add_mul, mul_add, mul_add]
      simp only [smul_mul_assoc, mul_smul_comm, hQ, hQR, hRQ, hR, smul_zero, add_zero, zero_add]
      module
  have hexp : ∀ z : ℂ, HasSum (fun n : ℕ => z ^ n / (n.factorial : ℂ)) (Complex.exp z) := by
    intro z
    rw [Complex.exp_eq_exp_ℂ]
    exact NormedSpace.expSeries_div_hasSum_exp z
  -- sum the exponential series in each sector
  have hsum : ∀ a b : ℂ, NormedSpace.exp (a • triplet + b • (1 - triplet))
      = Complex.exp a • triplet + Complex.exp b • (1 - triplet) := by
    intro a b
    have hs : HasSum (fun n : ℕ => ((n.factorial : ℂ)⁻¹) • (a • triplet + b • (1 - triplet)) ^ n)
        (Complex.exp a • triplet + Complex.exp b • (1 - triplet)) := by
      have hf : (fun n : ℕ => ((n.factorial : ℂ)⁻¹) • (a • triplet + b • (1 - triplet)) ^ n)
          = fun n : ℕ => (a ^ n / (n.factorial : ℂ)) • triplet
            + (b ^ n / (n.factorial : ℂ)) • (1 - triplet) := by
        funext n
        rw [hpow]
        module
      rw [hf]
      exact ((hexp a).smul_const triplet).add ((hexp b).smul_const (1 - triplet))
    rw [NormedSpace.exp_eq_tsum ℂ]
    exact hs.tsum_eq
  rw [← hsum, gate, hE]
  congr 1
  module
```

Taking out $e^{i\theta/4}$ leaves

$$\tfrac12e^{-i\theta/2}(1+P)+\tfrac12e^{i\theta/2}(1-P)=\cos\tfrac\theta2-i\sin\tfrac\theta2\,P.$$

`h1` and `h2` are the two uses of Euler's formula, and `module` collects the terms.

```lean
/-- The exchange gate is exp(-iθ S₁·S₂) = exp(iθ/4) (cos(θ/2) - i sin(θ/2) P). -/
theorem gate_eq (θ : ℝ) :
    gate θ = Complex.exp (Complex.I * θ / 4) •
      (Complex.cos (θ / 2) • (1 : Matrix (Fin 2 × Fin 2) (Fin 2 × Fin 2) ℂ)
        - (Complex.I * Complex.sin (θ / 2)) • swap) := by
  -- Euler's formula, after the common phase is taken out
  have h1 : Complex.exp (-(Complex.I * θ / 4)) = Complex.exp (Complex.I * θ / 4)
      * (Complex.cos (θ / 2) - Complex.I * Complex.sin (θ / 2)) := by
    have h : Complex.cos (θ / 2) - Complex.I * Complex.sin (θ / 2)
        = Complex.exp (-(θ / 2 : ℂ) * Complex.I) := by
      rw [Complex.exp_mul_I, Complex.cos_neg, Complex.sin_neg]
      ring
    rw [h, ← Complex.exp_add]
    congr 1
    ring
  have h2 : Complex.exp (3 * Complex.I * θ / 4) = Complex.exp (Complex.I * θ / 4)
      * (Complex.cos (θ / 2) + Complex.I * Complex.sin (θ / 2)) := by
    have h : Complex.cos (θ / 2) + Complex.I * Complex.sin (θ / 2)
        = Complex.exp ((θ / 2 : ℂ) * Complex.I) := by
      rw [Complex.exp_mul_I]
      ring
    rw [h, ← Complex.exp_add]
    congr 1
    ring
  rw [gate_eq_phases, h1, h2, triplet]
  module
```

At $\theta=\pi$ the cosine vanishes and $-i\,e^{i\pi/4}=e^{-i\pi/4}$.

```lean
/-- At pulse angle π the exchange gate is the swap times the phase exp(-iπ/4). -/
theorem gate_pi : gate Real.pi = Complex.exp (-(Complex.I * Real.pi / 4)) • swap := by
  have h : Complex.exp (-(Complex.I * Real.pi / 4))
      = Complex.exp (Complex.I * Real.pi / 4) * (-Complex.I) := by
    rw [← Complex.exp_neg_pi_div_two_mul_I, ← Complex.exp_add]
    congr 1
    ring
  rw [gate_eq, Complex.cos_pi_div_two, Complex.sin_pi_div_two, h]
  module
```

Conversely, the diagonal entry of the gate on up-down is $e^{i\theta/4}\cos(\theta/2)$, while that of $P$ is zero. A multiple of the swap therefore requires $\cos(\theta/2)=0$, so $\theta$ is an odd multiple of $\pi$; at each such angle only the $P$ term remains.

```lean
/-- The exchange gate is a scalar multiple of the swap exactly when the pulse angle is an
odd multiple of π. -/
theorem gate_eq_smul_swap_iff (θ : ℝ) :
    (∃ c : ℂ, gate θ = c • swap) ↔ ∃ n : ℤ, θ = (2 * n + 1) * Real.pi := by
  constructor
  · rintro ⟨c, hc⟩
    rw [gate_eq] at hc
    -- the swap has no diagonal entry on an antiparallel state
    have h := congrFun (congrFun hc ((0 : Fin 2), (1 : Fin 2))) ((0 : Fin 2), (1 : Fin 2))
    have hcos : Complex.cos (θ / 2) = 0 := by
      simpa [swap, Complex.exp_ne_zero] using h
    obtain ⟨k, hk⟩ := Complex.cos_eq_zero_iff.1 hcos
    have hθ : (θ : ℂ) = (2 * k + 1) * Real.pi := by linear_combination 2 * hk
    exact ⟨k, by exact_mod_cast hθ⟩
  · rintro ⟨n, hn⟩
    have hcos : Complex.cos (θ / 2) = 0 :=
      Complex.cos_eq_zero_iff.2 ⟨n, by rw [hn]; push_cast; ring⟩
    refine ⟨Complex.exp (Complex.I * θ / 4) * (-(Complex.I * Complex.sin (θ / 2))), ?_⟩
    rw [gate_eq, hcos]
    module
```

## There is at least one pulse

The hypothesis `hn` says that the sequence is not empty. Exponents of the same operator add, so $n$ pulses of angle $\pi/n$ make one of angle $\pi$; for $n=2$ each pulse is a square root of the swap, up to a phase. The proof uses `Matrix.exp_nsmul`, and needs $n\neq0$ to cancel $n\cdot\pi/n$. With no pulses the product is the identity, which is no multiple of the swap.

```lean
/-- For n ≥ 1, a sequence of n exchange pulses of angle π/n is the swap times the
phase exp(-iπ/4). -/
theorem gate_root_of_swap (n : ℕ) (hn : n ≠ 0) :
    gate (Real.pi / n) ^ n = Complex.exp (-(Complex.I * Real.pi / 4)) • swap := by
  have hn' : (n : ℂ) ≠ 0 := Nat.cast_ne_zero.2 hn
  rw [← gate_pi, gate, gate, ← Matrix.exp_nsmul, ← Nat.cast_smul_eq_nsmul ℂ, smul_smul]
  congr 2
  push_cast
  field_simp
```

## The initial state is a product

The vectors $u$ and $v$ are arbitrary and need not be normalised. Since $P(u\otimes v)=v\otimes u$, which is `h` in the proof, the main formula gives the final state directly. For an entangled initial state the operator formula still holds, but there is no single pair $u,v$ to exchange. If $u$ and $v$ are normalised and orthogonal, the two terms have probabilities $\cos^2(\theta/2)$ and $\sin^2(\theta/2)$.

```lean
/-- The exchange gate turns the product state u ⊗ v into a superposition of u ⊗ v and
v ⊗ u with amplitudes cos(θ/2) and -i sin(θ/2), up to the phase exp(iθ/4). -/
theorem gate_mulVec_product (θ : ℝ) (u v : Fin 2 → ℂ) :
    gate θ *ᵥ product u v = Complex.exp (Complex.I * θ / 4) •
      (Complex.cos (θ / 2) • product u v
        - (Complex.I * Complex.sin (θ / 2)) • product v u) := by
  have h : swap *ᵥ product u v = product v u := by
    ext ⟨i, j⟩
    fin_cases i <;> fin_cases j <;>
      simp [swap, Matrix.mulVec, dotProduct, Fintype.sum_prod_type, product] <;>
      exact mul_comm _ _
  rw [gate_eq, Matrix.smul_mulVec, Matrix.sub_mulVec, Matrix.smul_mulVec, Matrix.smul_mulVec,
    Matrix.one_mulVec, h]
```

## The pulse angle is real

A real $\theta$ means evolution in real time. The entry from column up-down to row down-up is $-i\,e^{i\theta/4}\sin(\theta/2)$. Its phase has modulus one, which is `hn` in the last proof, so the flip probability is $\sin^2(\theta/2)$. For imaginary $\theta=-i\beta$ the algebra of the main formula survives, but the squared modulus becomes $e^{\beta/2}\sinh^2(\beta/2)$, which exceeds 1 for large $|\beta|$ and so is not a probability in general.

```lean
/-- The exchange gate takes the state up-down to down-up with probability sin²(θ/2). -/
theorem flip_probability (θ : ℝ) :
    ‖gate θ (1, 0) (0, 1)‖ ^ 2 = Real.sin (θ / 2) ^ 2 := by
  have hn : ‖Complex.exp (Complex.I * θ / 4)‖ = 1 := by
    rw [show Complex.I * θ / 4 = ((θ / 4 : ℝ) : ℂ) * Complex.I by push_cast; ring]
    exact Complex.norm_exp_ofReal_mul_I _
  have he : gate θ (1, 0) (0, 1) = Complex.exp (Complex.I * θ / 4)
      * (-(Complex.I * ((Real.sin (θ / 2) : ℝ) : ℂ))) := by
    rw [gate_eq]
    simp [swap]
  rw [he, norm_mul, hn, norm_neg, norm_mul, Complex.norm_I, Complex.norm_real, one_mul, one_mul,
    Real.norm_eq_abs, sq_abs]

end

end SpinExchangeGate
```

```lean
#print axioms SpinExchangeGate.gate_eq_smul_swap_iff
#print axioms SpinExchangeGate.gate_root_of_swap
#print axioms SpinExchangeGate.gate_mulVec_product
#print axioms SpinExchangeGate.flip_probability
```

```
'SpinExchangeGate.gate_eq_smul_swap_iff' depends on axioms: [propext, Classical.choice, Quot.sound]
'SpinExchangeGate.gate_root_of_swap' depends on axioms: [propext, Classical.choice, Quot.sound]
'SpinExchangeGate.gate_mulVec_product' depends on axioms: [propext, Classical.choice, Quot.sound]
'SpinExchangeGate.flip_probability' depends on axioms: [propext, Classical.choice, Quot.sound]
```
